# Shiba reduction: hopping disorder of product form becomes diagonal disorder

Let a finite set of sites carry the Hamiltonian

H_ij = e_i δ_ij + a_i T_ij a_j,

with site energies e_i, a hopping matrix T and nonzero factors a_i. At a complex energy z, define the diagonal matrix L with entries L_ii = (z − e_i)/a_i². Then z − H is invertible exactly when L − T is, and their inverses G and g satisfy

G_ij = g_ij/(a_i a_j).

In an alloy, positive hopping amplitudes t_XY between species X and Y have the required form t_XY = a_X a_Y, with positive a, exactly when t_XY² = t_XX t_YY for all pairs. If T is the same for every configuration, the disorder in L − T is then purely diagonal, which is the kind that the single-site coherent potential approximation treats; this holds for non-interacting electrons with one orbital per site.

## Finitely many sites, one orbital each

The site set `n` is finite, so H is a matrix and determinants are available. The thermodynamic limit is not covered. Energies and T are complex, and neither T nor H need be Hermitian. A nonzero T_ii adds a_i² T_ii to the site energy.

```lean
import Mathlib

open Matrix

namespace ShibaReduction

noncomputable section

variable {n S : Type*} [Fintype n] [DecidableEq n]
```

`siteHamiltonian` is H and `locator` is L.

```lean
/-- The Hamiltonian with site energies `e i` and hopping `a i * T i j * a j`. -/
def siteHamiltonian (a e : n → ℂ) (T : Matrix n n ℂ) : Matrix n n ℂ :=
  Matrix.diagonal e + Matrix.of fun i j => a i * T i j * a j

/-- The diagonal matrix of inverse locators `(z - e i) / a i ^ 2`. -/
def locator (a e : n → ℂ) (z : ℂ) : Matrix n n ℂ :=
  Matrix.diagonal fun i => (z - e i) / a i ^ 2
```

For an alloy, the configuration `σ` puts species σ_i on site i. The site energy is ε_σi and the hopping is t_σiσj T_ij, where T is the same for every configuration.

```lean
/-- The Hamiltonian of an alloy in which site `i` is occupied by species `σ i`: the site energy
is `ε (σ i)` and the hopping is `T i j` scaled by the amplitude `t (σ i) (σ j)`. -/
def alloyHamiltonian (t : S → S → ℝ) (ε : S → ℂ) (T : Matrix n n ℂ) (σ : n → S) :
    Matrix n n ℂ :=
  Matrix.diagonal (fun i => ε (σ i)) + Matrix.of fun i j => (t (σ i) (σ j) : ℂ) * T i j

/-- The diagonal matrix with entries `(z - ε X) / t X X`, where `X` is the species on the site. -/
def alloyLocator (t : S → S → ℝ) (ε : S → ℂ) (σ : n → S) (z : ℂ) : Matrix n n ℂ :=
  Matrix.diagonal fun i => (z - ε (σ i)) / (t (σ i) (σ i) : ℂ)
```

## Positive amplitudes that obey the geometric-mean rule

**Positivity** means that changing the species rescales a hopping without reversing its sign or switching it off. **The geometric-mean rule** says that the unlike-pair amplitude is fixed by the two like-pair ones.

If t_XY = a_X a_Y, then

t_XY² = a_X² a_Y² = t_XX t_YY.

Conversely, set a_X = √t_XX. The rule gives

a_X a_Y = √(t_XX t_YY) = √(t_XY²) = t_XY,

and the last step uses t_XY > 0. `hopping_factorizes_iff` follows these lines, with `Real.sqrt_sq` as the last step.

Without positivity the rule does not ensure a factorization, even with factors of either sign. Take three species with t_XX = 1 and t_XY = −1 for X ≠ Y. The rule holds, but t_AB t_BC t_CA = −1, whereas factors would make this product (a_A a_B a_C)² = t_AA t_BB t_CC = 1. With only the two species A and B, the factors a_A = 1 and a_B = −1 exist, and the reduction below still applies because it needs only nonzero factors.

```lean
/-- Positive hopping amplitudes between any number of species are products of positive
single-species factors iff each squared amplitude is the product of the two like-species ones. -/
theorem hopping_factorizes_iff (t : S → S → ℝ) (ht : ∀ X Y, 0 < t X Y) :
    (∃ a : S → ℝ, (∀ X, 0 < a X) ∧ ∀ X Y, t X Y = a X * a Y) ↔
      ∀ X Y, t X Y ^ 2 = t X X * t Y Y := by
  constructor
  · rintro ⟨a, _, ha⟩ X Y
    rw [ha X Y, ha X X, ha Y Y]
    ring
  · intro h
    -- the factor of a species is the square root of its like-species amplitude
    refine ⟨fun X => Real.sqrt (t X X), fun X => Real.sqrt_pos.mpr (ht X X), fun X Y => ?_⟩
    change t X Y = Real.sqrt (t X X) * Real.sqrt (t Y Y)
    rw [← Real.sqrt_mul (ht X X).le, ← h X Y, Real.sqrt_sq (ht X Y).le]
```

The binary alloy has one condition, t_AB² = t_AA t_BB, and the same proof.

```lean
/-- For a binary alloy with positive amplitudes, the hopping factorizes iff
`tAB ^ 2 = tAA * tBB`. -/
theorem binary_factorizes_iff {tAA tAB tBB : ℝ} (hA : 0 < tAA) (hAB : 0 < tAB) (hB : 0 < tBB) :
    (∃ aA aB : ℝ, 0 < aA ∧ 0 < aB ∧ tAA = aA * aA ∧ tAB = aA * aB ∧ tBB = aB * aB) ↔
      tAB ^ 2 = tAA * tBB := by
  constructor
  · rintro ⟨aA, aB, _, _, h1, h2, h3⟩
    rw [h1, h2, h3]
    ring
  · intro h
    refine ⟨Real.sqrt tAA, Real.sqrt tBB, Real.sqrt_pos.mpr hA, Real.sqrt_pos.mpr hB,
      (Real.mul_self_sqrt hA.le).symm, ?_, (Real.mul_self_sqrt hB.le).symm⟩
    rw [← Real.sqrt_mul hA.le, ← h, Real.sqrt_sq hAB.le]
```

Without the rule there is no factorization. The arithmetic mean t_AB = (t_AA + t_BB)/2 shows this, since

t_AB² − t_AA t_BB = (t_AA − t_BB)²/4,

which vanishes only for t_AA = t_BB. The `linear_combination` step is this identity multiplied by 4.

```lean
/-- If the unlike-species amplitude is the arithmetic mean of the two like-species amplitudes, and
these two are positive, the hopping factorizes iff they are equal. -/
theorem arithmetic_mean_factorizes_iff {tAA tBB : ℝ} (hA : 0 < tAA) (hB : 0 < tBB) :
    (∃ aA aB : ℝ, 0 < aA ∧ 0 < aB ∧ tAA = aA * aA ∧ (tAA + tBB) / 2 = aA * aB ∧
      tBB = aB * aB) ↔ tAA = tBB := by
  rw [binary_factorizes_iff hA (by positivity) hB]
  constructor
  · intro h
    have h0 : (tAA - tBB) ^ 2 = 0 := by linear_combination 4 * h
    have h1 : tAA - tBB = 0 := (pow_eq_zero_iff two_ne_zero).mp h0
    linarith
  · intro h
    rw [h]
    ring
```

## No site with a vanishing hopping factor

The condition a_i ≠ 0 says that no site is cut off from T by its own factor. It allows division by a_i². With D = diag(a), the entries of D(L − T)D are

i ≠ j: −a_i T_ij a_j

i = j: a_i² (z − e_i)/a_i² − a_i² T_ii = z − e_i − a_i² T_ii.

These are the entries of z − H, so

z − H = D(L − T)D.

`shiba_congruence` makes the same case split, and `ha` enters only on the diagonal.

If a_i = 0, the site is isolated and (z − e_i)/a_i² has no meaning. Lean sets the quotient to 0, and the equivalence can fail: for one site with T = 0 and z ≠ e, z − H is invertible but L − T is zero.

```lean
/-- For nonzero hopping factors, the matrix `z - H` is `L - T` multiplied from both sides by the
diagonal matrix of the hopping factors. -/
theorem shiba_congruence (a e : n → ℂ) (T : Matrix n n ℂ) (z : ℂ) (ha : ∀ i, a i ≠ 0) :
    z • (1 : Matrix n n ℂ) - siteHamiltonian a e T =
      Matrix.diagonal a * (locator a e z - T) * Matrix.diagonal a := by
  ext i j
  rw [Matrix.mul_diagonal, Matrix.diagonal_mul]
  by_cases h : i = j
  · subst h
    have hi := ha i
    have h1 : (z - e i) / a i ^ 2 * (a i * a i) = z - e i := by
      rw [← sq, div_mul_cancel₀ _ (pow_ne_zero 2 hi)]
    simp only [siteHamiltonian, locator, Matrix.sub_apply, Matrix.add_apply, Matrix.smul_apply,
      Matrix.one_apply_eq, Matrix.diagonal_apply_eq, Matrix.of_apply, smul_eq_mul]
    linear_combination -h1
  · simp only [siteHamiltonian, locator, Matrix.sub_apply, Matrix.add_apply, Matrix.smul_apply,
      Matrix.one_apply_ne h, Matrix.diagonal_apply_ne _ h, Matrix.of_apply, smul_eq_mul]
    ring
```

## An energy at which the Green functions exist

Taking determinants of the congruence gives

det(z − H) = (∏ a_i)² det(L − T),

and the prefactor is nonzero. This proves the equivalence of invertibility at every z.

The relation between Green functions additionally assumes (z − H)G = 1 and (L − T)g = 1, so z is not an eigenvalue of H. From D(L − T)DG = 1, and because a one-sided inverse of a square matrix is two-sided,

(L − T)DGD = 1.

Multiplying from the left by g gives DGD = g, or a_i G_ij a_j = g_ij. In the proof `mul_eq_one_comm` moves D, and the `calc` block multiplies by g. At an eigenvalue neither inverse exists, and the relation says nothing.

```lean
/-- Shiba reduction: for nonzero factors `a i`, `z - H` is invertible iff `L - T` is, and the
inverse `G` of the first and the inverse `g` of the second are related by `G i j = g i j / (a i * a
j)`. -/
theorem shiba_reduction (a e : n → ℂ) (T : Matrix n n ℂ) (z : ℂ) (ha : ∀ i, a i ≠ 0) :
    (IsUnit (z • (1 : Matrix n n ℂ) - siteHamiltonian a e T) ↔ IsUnit (locator a e z - T)) ∧
      ∀ G g : Matrix n n ℂ, (z • (1 : Matrix n n ℂ) - siteHamiltonian a e T) * G = 1 →
        (locator a e z - T) * g = 1 → ∀ i j, G i j = g i j / (a i * a j) := by
  rw [shiba_congruence a e T z ha]
  constructor
  · -- the determinants differ by the nonzero factor `(∏ a i) ^ 2`
    have hp : (∏ i, a i) ≠ 0 := Finset.prod_ne_zero_iff.mpr fun i _ => ha i
    simp only [Matrix.isUnit_iff_isUnit_det, Matrix.det_mul, Matrix.det_diagonal,
      isUnit_iff_ne_zero, ne_eq, mul_eq_zero, hp, or_false, false_or]
  · intro G g hG hg i j
    have h1 : Matrix.diagonal a * ((locator a e z - T) * Matrix.diagonal a * G) = 1 := by
      simpa only [mul_assoc] using hG
    -- a one-sided inverse of a square matrix is two-sided, so the factor can be moved around
    have h2 : ((locator a e z - T) * Matrix.diagonal a * G) * Matrix.diagonal a = 1 :=
      mul_eq_one_comm.mp h1
    have h3 : g * (locator a e z - T) = 1 := mul_eq_one_comm.mp hg
    have h4 : Matrix.diagonal a * G * Matrix.diagonal a = g := by
      calc Matrix.diagonal a * G * Matrix.diagonal a
          = (g * (locator a e z - T)) * (Matrix.diagonal a * G * Matrix.diagonal a) := by
            rw [h3, one_mul]
        _ = g * (((locator a e z - T) * Matrix.diagonal a * G) * Matrix.diagonal a) := by
            simp only [mul_assoc]
        _ = g := by rw [h2, mul_one]
    have h5 : a i * G i j * a j = g i j := by
      rw [← h4, Matrix.mul_diagonal, Matrix.diagonal_mul]
    rw [eq_div_iff (mul_ne_zero (ha i) (ha j)), ← h5]
    ring
```

For the alloy, positivity and the geometric-mean rule supply factors a_X > 0, and site i receives a_σi. Since a_X² = t_XX, the results become

L_ii = (z − ε_σi)/t_σiσi

G_ij = g_ij/t_σiσj.

The proof rewrites the alloy matrices as `siteHamiltonian` and `locator` and applies `shiba_reduction`. The theorem concerns one configuration at a time. The divisor depends on the species on sites i and j, so when g_ij/t_σiσj is averaged over configurations, it stays inside the average.

```lean
/-- For an alloy whose positive amplitudes satisfy `t X Y ^ 2 = t X X * t Y Y`, every configuration
reduces to a problem with the fixed hopping matrix `T` and a diagonal matrix set by the species, and
the Green functions `G` of the alloy and `g` of the reduced problem satisfy `G i j = g i j / t (σ i)
(σ j)`. -/
theorem alloy_shiba_reduction (t : S → S → ℝ) (ht : ∀ X Y, 0 < t X Y)
    (hc : ∀ X Y, t X Y ^ 2 = t X X * t Y Y) (ε : S → ℂ) (T : Matrix n n ℂ) (σ : n → S) (z : ℂ) :
    (IsUnit (z • (1 : Matrix n n ℂ) - alloyHamiltonian t ε T σ) ↔
        IsUnit (alloyLocator t ε σ z - T)) ∧
      ∀ G g : Matrix n n ℂ, (z • (1 : Matrix n n ℂ) - alloyHamiltonian t ε T σ) * G = 1 →
        (alloyLocator t ε σ z - T) * g = 1 →
          ∀ i j, G i j = g i j / (t (σ i) (σ j) : ℂ) := by
  obtain ⟨a, ha, hta⟩ := (hopping_factorizes_iff t ht).mpr hc
  have hH : alloyHamiltonian t ε T σ =
      siteHamiltonian (fun i => (a (σ i) : ℂ)) (fun i => ε (σ i)) T := by
    ext i j
    simp only [alloyHamiltonian, siteHamiltonian, Matrix.add_apply, Matrix.of_apply, hta,
      Complex.ofReal_mul]
    ring
  have hL : alloyLocator t ε σ z =
      locator (fun i => (a (σ i) : ℂ)) (fun i => ε (σ i)) z := by
    simp only [alloyLocator, locator, hta, Complex.ofReal_mul, sq]
  rw [hH, hL]
  obtain ⟨h1, h2⟩ := shiba_reduction (fun i => (a (σ i) : ℂ)) (fun i => ε (σ i)) T z
    (fun i => Complex.ofReal_ne_zero.mpr (ha (σ i)).ne')
  refine ⟨h1, fun G g hG hg i j => ?_⟩
  rw [h2 G g hG hg i j, hta, Complex.ofReal_mul]

end

end ShibaReduction
```

```lean
#print axioms ShibaReduction.arithmetic_mean_factorizes_iff
#print axioms ShibaReduction.alloy_shiba_reduction
```

```
'ShibaReduction.arithmetic_mean_factorizes_iff' depends on axioms: [propext, Classical.choice, Quot.sound]
'ShibaReduction.alloy_shiba_reduction' depends on axioms: [propext, Classical.choice, Quot.sound]
```
